# In a unit vector, the squared expectation values of anticommuting Hermitian matrices with square 1 sum to at most 1

Let Gᵢ be m Hermitian complex matrices with Gᵢ² = 1 and GᵢGⱼ = −GⱼGᵢ for i ≠ j. For real coefficients aᵢ and every unit vector v,

(∑ aᵢGᵢ)² = (∑ aᵢ²) 1  and  ∑ ⟨Gᵢ⟩² ≤ 1, where ⟨A⟩ = v†Av.

Pairwise anticommuting Pauli strings on a finite qubit register are of this kind, so a pure state of the register cannot give sharp values to two of them at once.

## Observables, states and mean values

The finite type `n` labels the basis states and the finite type `ι` labels the observables, so m is `Fintype.card ι`.

In Lean 4 with Mathlib:

```lean
import Mathlib

open Matrix
open scoped ComplexOrder

namespace AnticommutingObservables

noncomputable section

variable {n ι : Type*} [Fintype n] [DecidableEq n] [Fintype ι]
```

Each observable has eigenvalues ±1 at most, because it is Hermitian and squares to the identity. These two conditions and anticommutation are the hypotheses on the family.

```lean
/-- A family of Hermitian matrices that square to the identity and anticommute pairwise. -/
structure IsCliffordFamily (G : ι → Matrix n n ℂ) : Prop where
  herm : ∀ i, (G i).IsHermitian
  sq : ∀ i, G i * G i = 1
  anti : ∀ i j, i ≠ j → G i * G j + G j * G i = 0
```

The real combination ∑ aᵢGᵢ is again an observable.

```lean
/-- The real linear combination `∑ aᵢ Gᵢ` of the matrices `Gᵢ`. -/
def combination (G : ι → Matrix n n ℂ) (a : ι → ℝ) : Matrix n n ℂ :=
  ∑ i, (a i : ℂ) • G i
```

States are pure: a vector v with v†v = 1, written `star v ⬝ᵥ v = 1` in the theorems. Density matrices and infinite-dimensional spaces are not treated. The mean value is defined as a real number by taking a real part.

```lean
/-- The mean value of `A` in the state `v`, taken as the real part of `v† A v`. -/
def mean (A : Matrix n n ℂ) (v : n → ℂ) : ℝ := (star v ⬝ᵥ A *ᵥ v).re
```

The variance is ⟨A²⟩ − ⟨A⟩².

```lean
/-- The variance `⟨A²⟩ - ⟨A⟩²` of `A` in the state `v`. -/
def variance (A : Matrix n n ℂ) (v : n → ℂ) : ℝ := mean (A * A) v - mean A v ^ 2
```

The concrete example is a single spin one-half, with σx, σy, σz at indices 0, 1, 2.

```lean
/-- The three Pauli matrices. -/
def pauli : Fin 3 → Matrix (Fin 2) (Fin 2) ℂ :=
  ![!![0, 1; 1, 0], !![0, -Complex.I; Complex.I, 0], !![1, 0; 0, -1]]
```

For Hermitian A the real part loses nothing, since

(v†Av)* = (Av)†v = v†A†v = v†Av.

```lean
omit [DecidableEq n] in
/-- For a Hermitian matrix `A` the number `v† A v` is real and equals the mean value. -/
theorem mean_eq {A : Matrix n n ℂ} (hA : A.IsHermitian) (v : n → ℂ) :
    (mean A v : ℂ) = star v ⬝ᵥ A *ᵥ v := by
  apply Complex.conj_eq_iff_re.mp
  change star (star v ⬝ᵥ A *ᵥ v) = _
  rw [← Matrix.star_dotProduct, Matrix.star_mulVec, hA.eq, ← Matrix.dotProduct_mulVec]
```

## The square of a combination

Add one matrix at a time. Let S = ∑ aᵢGᵢ run over a set s of labels, and let k be a label outside s. Each term of S anticommutes with Gₖ, so GₖS + SGₖ = 0 and

(aₖGₖ + S)² = aₖ²Gₖ² + aₖ(GₖS + SGₖ) + S² = (aₖ² + ∑ aᵢ²) 1,

where the last sum runs over s. In the induction on s, `cross` is the vanishing anticommutator and `expand` is the binomial expansion with the order of factors kept.

```lean
/-- The square of a real combination of anticommuting Hermitian matrices with `Gᵢ² = 1` is
the sum of the squared coefficients times the identity. -/
theorem combination_sq {G : ι → Matrix n n ℂ} (h : IsCliffordFamily G) (a : ι → ℝ) :
    combination G a ^ 2 = ((∑ i, a i ^ 2 : ℝ) : ℂ) • (1 : Matrix n n ℂ) := by
  classical
  have key : ∀ s : Finset ι,
      (∑ i ∈ s, (a i : ℂ) • G i) * (∑ i ∈ s, (a i : ℂ) • G i)
        = ((∑ i ∈ s, a i ^ 2 : ℝ) : ℂ) • (1 : Matrix n n ℂ) := by
    intro s
    induction s using Finset.induction_on with
    | empty => simp
    | insert k s hk ih =>
      -- the new generator anticommutes with the partial sum
      have cross : G k * (∑ i ∈ s, (a i : ℂ) • G i)
          + (∑ i ∈ s, (a i : ℂ) • G i) * G k = 0 := by
        rw [Finset.mul_sum, Finset.sum_mul, ← Finset.sum_add_distrib]
        apply Finset.sum_eq_zero
        intro i hi
        have hki : k ≠ i := by
          rintro rfl
          exact hk hi
        rw [mul_smul_comm, smul_mul_assoc, ← smul_add, h.anti k i hki, smul_zero]
      have expand : ∀ (c : ℂ) (g S : Matrix n n ℂ), (c • g + S) * (c • g + S)
          = c ^ 2 • (g * g) + c • (g * S + S * g) + S * S := by
        intro c g S
        simp only [add_mul, mul_add, smul_mul_assoc, mul_smul_comm, smul_add, smul_smul,
          pow_two]
        abel
      rw [Finset.sum_insert hk, Finset.sum_insert hk, expand, h.sq, cross, ih, smul_zero,
        add_zero, Complex.ofReal_add, Complex.ofReal_pow, add_smul]
  exact (pow_two _).trans (key Finset.univ)
```

## The distance between Bv and v

Expectation values are linear:

v†(∑ aᵢGᵢ)v = ∑ aᵢ v†Gᵢv.

```lean
omit [DecidableEq n] in
/-- The expectation `v† (∑ aᵢ Gᵢ) v` is the same combination of the expectations `v† Gᵢ v`. -/
theorem expectation_combination (G : ι → Matrix n n ℂ) (a : ι → ℝ) (v : n → ℂ) :
    star v ⬝ᵥ combination G a *ᵥ v = ∑ i, (a i : ℂ) * (star v ⬝ᵥ G i *ᵥ v) := by
  classical
  have key : ∀ s : Finset ι, star v ⬝ᵥ (∑ i ∈ s, (a i : ℂ) • G i) *ᵥ v
      = ∑ i ∈ s, (a i : ℂ) * (star v ⬝ᵥ G i *ᵥ v) := by
    intro s
    induction s using Finset.induction_on with
    | empty => simp
    | insert k s hk ih =>
      rw [Finset.sum_insert hk, Finset.sum_insert hk, Matrix.add_mulVec, dotProduct_add, ih,
        Matrix.smul_mulVec, dotProduct_smul, smul_eq_mul]
  exact key Finset.univ
```

Now take the mean values themselves as coefficients. Put B = ∑ ⟨Gᵢ⟩Gᵢ and q = ∑ ⟨Gᵢ⟩². Linearity gives v†Bv = q, and the square formula gives B² = q 1. Since B is Hermitian,

(Bv)†(Bv) = v†B²v = q  and  (Bv)†v = v†Bv = q.

Expanding the squared length,

‖Bv − v‖² = q − q − q + 1 = 1 − q.

The steps `e1`, `e2` and `e3` are the values of (Bv)†(Bv), v†Bv and (Bv)†v.

```lean
/-- For a unit vector `v` and `B = ∑ ⟨Gᵢ⟩ Gᵢ`, the squared length of `B v - v` is exactly
`1 - ∑ ⟨Gᵢ⟩²`. -/
theorem deficit_eq {G : ι → Matrix n n ℂ} (h : IsCliffordFamily G) {v : n → ℂ}
    (hv : star v ⬝ᵥ v = 1) :
    star (combination G (fun i => mean (G i) v) *ᵥ v - v) ⬝ᵥ
        (combination G (fun i => mean (G i) v) *ᵥ v - v)
      = ((1 - ∑ i, mean (G i) v ^ 2 : ℝ) : ℂ) := by
  have hsq := combination_sq h (fun i => mean (G i) v)
  -- the mean value of `B` is the sum of squares
  have e2 : star v ⬝ᵥ combination G (fun i => mean (G i) v) *ᵥ v
      = ((∑ i, mean (G i) v ^ 2 : ℝ) : ℂ) := by
    rw [expectation_combination, Complex.ofReal_sum]
    refine Finset.sum_congr rfl fun i _ => ?_
    rw [← mean_eq (h.herm i), Complex.ofReal_pow, pow_two]
  have hB : (combination G (fun i => mean (G i) v))ᴴ
      = combination G (fun i => mean (G i) v) := by
    unfold combination
    rw [Matrix.conjTranspose_sum]
    refine Finset.sum_congr rfl fun i _ => ?_
    rw [Matrix.conjTranspose_smul, (h.herm i).eq, Complex.star_def, Complex.conj_ofReal]
  generalize combination G (fun i => mean (G i) v) = B at hsq e2 hB ⊢
  -- so is the mean value of `B²`
  have e1 : star (B *ᵥ v) ⬝ᵥ (B *ᵥ v) = ((∑ i, mean (G i) v ^ 2 : ℝ) : ℂ) := by
    rw [Matrix.star_mulVec, hB, ← Matrix.dotProduct_mulVec, Matrix.mulVec_mulVec, ← pow_two,
      hsq, Matrix.smul_mulVec, Matrix.one_mulVec, dotProduct_smul, hv, smul_eq_mul, mul_one]
  have e3 : star (B *ᵥ v) ⬝ᵥ v = ((∑ i, mean (G i) v ^ 2 : ℝ) : ℂ) := by
    rw [Matrix.star_mulVec, hB, ← Matrix.dotProduct_mulVec, e2]
  rw [star_sub, sub_dotProduct, dotProduct_sub, dotProduct_sub, e1, e2, e3, hv,
    Complex.ofReal_sub, Complex.ofReal_one]
  ring
```

A squared length is not negative, so q ≤ 1.

```lean
/-- In any unit vector, the squared mean values of pairwise anticommuting Hermitian matrices
with `Gᵢ² = 1` add up to at most one. -/
theorem sum_mean_sq_le_one {G : ι → Matrix n n ℂ} (h : IsCliffordFamily G) {v : n → ℂ}
    (hv : star v ⬝ᵥ v = 1) : ∑ i, mean (G i) v ^ 2 ≤ 1 := by
  have hpos := dotProduct_star_self_nonneg
    (combination G (fun i => mean (G i) v) *ᵥ v - v)
  rw [deficit_eq h hv] at hpos
  have hreal := Complex.zero_le_real.mp hpos
  linarith
```

Anticommutation matters here. With G₀ = G₁ = σz and v = (1, 0), both matrices are Hermitian and square to 1, yet the squared mean values add up to 2, and (G₀ + G₁)² is 4·1 instead of 2·1.

A squared length is zero only for the zero vector. Hence q = 1 exactly when Bv = v, that is, when v is an eigenvector of B with eigenvalue 1.

```lean
/-- For a unit vector `v` the bound is attained exactly when `∑ ⟨Gᵢ⟩ Gᵢ` leaves `v`
unchanged. -/
theorem sum_mean_sq_eq_one_iff {G : ι → Matrix n n ℂ} (h : IsCliffordFamily G) {v : n → ℂ}
    (hv : star v ⬝ᵥ v = 1) :
    ∑ i, mean (G i) v ^ 2 = 1 ↔ combination G (fun i => mean (G i) v) *ᵥ v = v := by
  have e : star (combination G (fun i => mean (G i) v) *ᵥ v - v) ⬝ᵥ
      (combination G (fun i => mean (G i) v) *ᵥ v - v) = 0 ↔
      combination G (fun i => mean (G i) v) *ᵥ v - v = 0 := dotProduct_star_self_eq_zero
  rw [deficit_eq h hv, Complex.ofReal_eq_zero, sub_eq_zero, sub_eq_zero] at e
  exact eq_comm.trans e
```

## A lower bound on the total variance

Because Gᵢ² = 1, each variance is 1 − ⟨Gᵢ⟩². Summing over the m observables,

∑ Var(Gᵢ) = m − ∑ ⟨Gᵢ⟩² ≥ m − 1.

```lean
/-- In any unit vector, the variances of `m` pairwise anticommuting Hermitian matrices with
`Gᵢ² = 1` add up to at least `m - 1`. -/
theorem sum_variance_ge {G : ι → Matrix n n ℂ} (h : IsCliffordFamily G) {v : n → ℂ}
    (hv : star v ⬝ᵥ v = 1) : (Fintype.card ι : ℝ) - 1 ≤ ∑ i, variance (G i) v := by
  have m1 : mean (1 : Matrix n n ℂ) v = 1 := by simp [mean, hv]
  have e : ∀ i, variance (G i) v = 1 - mean (G i) v ^ 2 := by
    intro i
    rw [variance, h.sq i, m1]
  have hle := sum_mean_sq_le_one h hv
  simp only [e, Finset.sum_sub_distrib, Finset.sum_const, Finset.card_univ, nsmul_eq_mul,
    mul_one]
  linarith
```

## Spin one-half reaches the bound

The Pauli matrices satisfy all three hypotheses, which is checked entry by entry.

```lean
/-- The Pauli matrices are Hermitian, square to the identity and anticommute pairwise. -/
theorem isCliffordFamily_witness : IsCliffordFamily pauli := by
  refine ⟨fun i => Matrix.IsHermitian.ext fun a b => ?_, fun i => ?_, fun i j hij => ?_⟩
  · fin_cases i <;> fin_cases a <;> fin_cases b <;> simp [pauli]
  · ext a b
    fin_cases i <;> fin_cases a <;> fin_cases b <;>
      simp [pauli, Matrix.mul_apply, Fin.sum_univ_two]
  · ext a b
    fin_cases i <;> fin_cases j <;> fin_cases a <;> fin_cases b <;>
      simp [pauli] at hij ⊢
```

For a spinor v = (v₀, v₁) the mean values are the components of the Bloch vector:

⟨σx⟩ = 2 Re(v₀*v₁), ⟨σy⟩ = 2 Im(v₀*v₁), ⟨σz⟩ = |v₀|² − |v₁|².

Their squares add up to

4|v₀|²|v₁|² + (|v₀|² − |v₁|²)² = (|v₀|² + |v₁|²)² = 1.

In the proof, `h` is the normalisation N = 1 with N = |v₀|² + |v₁|², written in real and imaginary parts. The last step uses N² − 1 = (N + 1)(N − 1).

```lean
/-- For the three Pauli matrices the squared mean values add up to exactly one in every
unit spinor. -/
theorem pauli_sum_mean_sq {v : Fin 2 → ℂ} (hv : star v ⬝ᵥ v = 1) :
    ∑ i, mean (pauli i) v ^ 2 = 1 := by
  have h : (v 0).re ^ 2 + (v 0).im ^ 2 + (v 1).re ^ 2 + (v 1).im ^ 2 = 1 := by
    have h0 := congrArg Complex.re hv
    simp only [dotProduct, Fin.sum_univ_two, Pi.star_apply, Complex.star_def, Complex.add_re,
      Complex.mul_re, Complex.conj_re, Complex.conj_im, Complex.one_re] at h0
    linear_combination h0
  simp [mean, pauli, Fin.sum_univ_three, Matrix.mulVec, dotProduct, Fin.sum_univ_two]
  -- the sum of squares is the fourth power of the length of the spinor
  linear_combination
    ((v 0).re ^ 2 + (v 0).im ^ 2 + (v 1).re ^ 2 + (v 1).im ^ 2 + 1) * h

end

end AnticommutingObservables
```

Take v = (2, 1 + 2i)/3, which has v†v = (4 + 5)/9 = 1. Then v₀*v₁ = (2 + 4i)/9, and the mean values are 4/9, 8/9 and −1/9. Their squares give (16 + 64 + 1)/81 = 1, and the variances 65/81, 17/81 and 80/81 add up to 2 = m − 1. If only σx and σz are kept, the sum of squares is 17/81, and ‖Bv − v‖² = 64/81.

```lean
#print axioms AnticommutingObservables.sum_mean_sq_le_one
#print axioms AnticommutingObservables.sum_mean_sq_eq_one_iff
#print axioms AnticommutingObservables.sum_variance_ge
#print axioms AnticommutingObservables.pauli_sum_mean_sq
```

```
'AnticommutingObservables.sum_mean_sq_le_one' depends on axioms: [propext, Classical.choice, Quot.sound]
'AnticommutingObservables.sum_mean_sq_eq_one_iff' depends on axioms: [propext, Classical.choice, Quot.sound]
'AnticommutingObservables.sum_variance_ge' depends on axioms: [propext, Classical.choice, Quot.sound]
'AnticommutingObservables.pauli_sum_mean_sq' depends on axioms: [propext, Classical.choice, Quot.sound]
```
